# For A ≠ 0, a particle-hole symmetric BHZ block at k_y = 0 has a zero-energy hard-wall edge state exactly when MB > 0

The block is $(M-Bk_x^2)\sigma_z+Ak_x\sigma_x$ with real constants $A,B,M$, placed on the half line $x\ge0$. An edge state is modelled here as a two-component complex envelope, twice differentiable on $[0,\infty)$ (one-sidedly at the wall), that vanishes at the wall, tends to zero in the bulk and is not identically zero. The criterion reads $MB>0$ instead of $M/B>0$, so that $B=0$ is an ordinary case.

In Lean 4 with Mathlib:

```lean
import Mathlib

open Filter Topology Set Complex

namespace BHZEdge

/-- `g` is the derivative of the envelope `f` on the half line `[0, ∞)`, one-sided at the wall. -/
def DerivOn (f g : ℝ → ℂ) : Prop :=
  ∀ x : ℝ, 0 ≤ x → HasDerivWithinAt f (g x) (Ici 0) x

/-- A nonzero envelope `f` on the half line, with first and second derivatives `f₁` and `f₂`,
that vanishes at the wall and tends to zero in the bulk. -/
structure EdgeProfile (f f₁ f₂ : ℝ → ℂ) : Prop where
  deriv₁ : DerivOn f f₁
  deriv₂ : DerivOn f₁ f₂
  wall : f 0 = 0
  decay : Tendsto f atTop (𝓝 0)
  nonzero : ∃ x : ℝ, 0 ≤ x ∧ f x ≠ 0

/-- The scalar edge equation `B f'' - s A f' + M f = 0` has an edge profile as a solution. -/
def HasEdgeMode (A B M s : ℝ) : Prop :=
  ∃ f f₁ f₂ : ℝ → ℂ, EdgeProfile f f₁ f₂ ∧
    ∀ x : ℝ, 0 ≤ x → B * f₂ x - s * A * f₁ x + M * f x = 0

/-- The BHZ block `(M + B ∂²) σ_z - i A ∂ σ_x` on the half line has a nonzero zero-energy
spinor `(u, v)` that vanishes at the wall and tends to zero in the bulk. -/
def HasSpinorMode (A B M : ℝ) : Prop :=
  ∃ u u₁ u₂ v v₁ v₂ : ℝ → ℂ,
    (DerivOn u u₁ ∧ DerivOn u₁ u₂ ∧ DerivOn v v₁ ∧ DerivOn v₁ v₂) ∧
    (u 0 = 0 ∧ v 0 = 0) ∧ (Tendsto u atTop (𝓝 0) ∧ Tendsto v atTop (𝓝 0)) ∧
    (∃ x : ℝ, 0 ≤ x ∧ (u x ≠ 0 ∨ v x ≠ 0)) ∧
    ∀ x : ℝ, 0 ≤ x → M * u x + B * u₂ x - I * A * v₁ x = 0 ∧
      -(I * A * u₁ x) - (M * v x + B * v₂ x) = 0

/-- The exponential `exp (p x)` has derivative `p exp (p x)` along the real line. -/
lemma hasDerivAt_expLine (p : ℂ) (x : ℝ) :
    HasDerivAt (fun y : ℝ => cexp (p * y)) (p * cexp (p * x)) x := by
  have h : HasDerivAt (fun z : ℂ => cexp (p * z)) (p * cexp (p * x)) (x : ℂ) :=
    (((hasDerivAt_id' (x : ℂ)).const_mul p).cexp).congr_deriv (by ring)
  exact h.comp_ofReal

/-- An envelope obeying `u' = p u` on the half line is `u(0) exp (p x)`. -/
theorem first_order {u u₁ : ℝ → ℂ} {p : ℂ} (hu : DerivOn u u₁)
    (h : ∀ x : ℝ, 0 ≤ x → u₁ x = p * u x) {x : ℝ} (hx : 0 ≤ x) :
    u x = u 0 * cexp (p * x) := by
  have hg : DerivOn (fun y : ℝ => cexp (-p * y) * u y) (fun _ => 0) := by
    intro y hy
    refine ((hasDerivAt_expLine (-p) y).hasDerivWithinAt.mul (hu y hy)).congr_deriv ?_
    rw [h y hy]
    ring
  have hc := constant_of_has_deriv_right_zero (f := fun y : ℝ => cexp (-p * y) * u y)
    (a := 0) (b := x)
    (fun y hy => (hg y hy.1).continuousWithinAt.mono (fun z hz => hz.1))
    (fun y hy => (hg y hy.1).mono (Ici_subset_Ici.2 hy.1)) x ⟨hx, le_rfl⟩
  have hc' : cexp (-p * x) * u x = u 0 := by simpa using hc
  have e : cexp (p * x) * cexp (-p * x) = 1 := by rw [← Complex.exp_add]; simp
  linear_combination cexp (p * x) * hc' - u x * e

/-- If `exp (d t) = 1` at every point of the half line, then `d = 0`. -/
lemma rate_eq_zero {d : ℂ} (h : ∀ t : ℝ, 0 ≤ t → cexp (d * t) = 1) : d = 0 := by
  have h1 := (hasDerivAt_expLine d 0).hasDerivWithinAt (s := Ici 0)
  have h2 : HasDerivWithinAt (fun t : ℝ => cexp (d * t)) 0 (Ici 0) 0 :=
    (hasDerivWithinAt_const (0 : ℝ) (Ici 0) (1 : ℂ)).congr (fun t ht => h t ht) (h 0 le_rfl)
  have hU := uniqueDiffOn_Ici (0 : ℝ) 0 self_mem_Ici
  have h3 := (h1.derivWithin hU).symm.trans (h2.derivWithin hU)
  simpa using h3

/-- If an edge profile solves the equation with characteristic roots `p` and `q`,
then `p` has negative real part. -/
theorem root_decays {f f₁ f₂ : ℝ → ℂ} {p q : ℂ} (hf : EdgeProfile f f₁ f₂)
    (heq : ∀ x : ℝ, 0 ≤ x → f₂ x = (p + q) * f₁ x - p * q * f x) : p.re < 0 := by
  by_contra hp'
  have hp : 0 ≤ p.re := not_lt.1 hp'
  -- factorising the equation leaves a pure exponential
  have key : ∀ r t : ℂ, r + t = p + q → r * t = p * q → ∀ x : ℝ, 0 ≤ x →
      f₁ x - t * f x = f₁ 0 * cexp (r * x) := by
    intro r t hs hm x hx
    have hd : DerivOn (fun y => f₁ y - t * f y) (fun y => f₂ y - t * f₁ y) :=
      fun y hy => (hf.deriv₂ y hy).sub ((hf.deriv₁ y hy).const_mul t)
    have h := first_order (p := r) hd (fun y hy => by
      show f₂ y - t * f₁ y = r * (f₁ y - t * f y)
      linear_combination heq y hy - f₁ y * hs + f y * hm) hx
    simpa [hf.wall] using h
  have hc : f₁ 0 ≠ 0 := by
    intro h0
    obtain ⟨x, hx, hne⟩ := hf.nonzero
    have h := first_order (p := q) hf.deriv₁ (fun y hy => by
      have h1 := key p q rfl rfl y hy
      rw [h0, zero_mul] at h1
      exact sub_eq_zero.1 h1) hx
    exact hne (by rw [h, hf.wall, zero_mul])
  have hg : Tendsto (fun x : ℝ => cexp (-p * x) * f x) atTop (𝓝 0) := by
    refine squeeze_zero_norm' ?_ (tendsto_zero_iff_norm_tendsto_zero.1 hf.decay)
    filter_upwards [eventually_ge_atTop (0 : ℝ)] with x hx
    rw [norm_mul, Complex.norm_exp]
    refine mul_le_of_le_one_left (norm_nonneg _) (Real.exp_le_one_iff.2 ?_)
    have h : (-p * (x : ℂ)).re = -(p.re * x) := by simp
    rw [h]
    linarith [mul_nonneg hp hx]
  have e (x : ℝ) : cexp (-p * x) * cexp (p * x) = 1 := by rw [← Complex.exp_add]; simp
  by_cases hpq : p = q
  · -- double root: the rescaled envelope grows linearly
    have hk : DerivOn (fun y : ℝ => cexp (-p * y) * f y - f₁ 0 * y) (fun _ => 0) := by
      intro y hy
      have h := key q p (add_comm _ _) (mul_comm _ _) y hy
      rw [← hpq] at h
      refine (((hasDerivAt_expLine (-p) y).hasDerivWithinAt.mul (hf.deriv₁ y hy)).sub
        ((hasDerivAt_id' (y : ℂ)).comp_ofReal.hasDerivWithinAt.const_mul
          (f₁ 0))).congr_deriv ?_
      linear_combination cexp (-p * y) * h + f₁ 0 * e y
    have hlin : ∀ x : ℝ, 0 ≤ x → cexp (-p * x) * f x = f₁ 0 * x := by
      intro x hx
      have h := first_order (p := 0) hk (fun _ _ => by simp) hx
      simp only [hf.wall, Complex.ofReal_zero, mul_zero, sub_zero, zero_mul] at h
      exact sub_eq_zero.1 h
    have h := ge_of_tendsto (b := ‖f₁ 0‖) hg.norm (by
      filter_upwards [eventually_ge_atTop (1 : ℝ)] with x hx
      rw [hlin x (by linarith), norm_mul, Complex.norm_real,
        Real.norm_of_nonneg (by linarith)]
      exact le_mul_of_one_le_right (norm_nonneg _) hx)
    rw [norm_zero] at h
    exact hc (norm_le_zero_iff.1 h)
  · -- distinct roots: decay would force exp ((q - p) x) to tend to 1
    have hE : Tendsto (fun x : ℝ => cexp ((q - p) * x)) atTop (𝓝 1) := by
      have h := (hg.const_mul ((p - q) / f₁ 0)).const_sub 1
      rw [mul_zero, sub_zero] at h
      refine h.congr' ?_
      filter_upwards [eventually_ge_atTop (0 : ℝ)] with x hx
      have h1 := key p q rfl rfl x hx
      have h2 := key q p (add_comm _ _) (mul_comm _ _) x hx
      have e2 : cexp ((q - p) * x) = cexp (-p * x) * cexp (q * x) := by
        rw [← Complex.exp_add]
        congr 1
        ring
      have h3 : (p - q) * (cexp (-p * x) * f x)
          = f₁ 0 * (1 - cexp (-p * x) * cexp (q * x)) := by
        linear_combination cexp (-p * x) * (h1 - h2) + f₁ 0 * e x
      rw [e2, div_mul_eq_mul_div, h3, mul_div_cancel_left₀ _ hc]
      ring
    have hd : q - p = 0 := rate_eq_zero (fun t _ => by
      have h1 : Tendsto (fun x : ℝ => cexp ((q - p) * x) * cexp ((q - p) * t))
          atTop (𝓝 1) := by
        refine (hE.comp (tendsto_atTop_add_const_right atTop t tendsto_id)).congr
          (fun x => ?_)
        simp only [Function.comp_apply, id, Complex.ofReal_add]
        rw [mul_add, Complex.exp_add]
      have h2 := tendsto_nhds_unique (hE.mul_const _) h1
      rwa [one_mul] at h2)
    exact hpq (sub_eq_zero.1 hd).symm

/-- A power of `x` times `exp (p x)` tends to zero when `p` has negative real part. -/
lemma pow_exp_decay (n : ℕ) {p : ℂ} (hp : p.re < 0) :
    Tendsto (fun x : ℝ => (x : ℂ) ^ n * cexp (p * x)) atTop (𝓝 0) := by
  have hb : 0 < -p.re := by linarith
  have h := ((Real.tendsto_pow_mul_exp_neg_atTop_nhds_zero n).comp
    (tendsto_id.const_mul_atTop hb)).const_mul (((-p.re) ^ n)⁻¹)
  rw [mul_zero] at h
  refine squeeze_zero_norm' ?_ h
  filter_upwards [eventually_ge_atTop (0 : ℝ)] with x hx
  have hn : (-p.re) ^ n ≠ 0 := pow_ne_zero _ hb.ne'
  have hr : (p * (x : ℂ)).re = -(-p.re * x) := by simp
  rw [norm_mul, norm_pow, Complex.norm_real, Real.norm_of_nonneg hx, Complex.norm_exp, hr]
  simp only [Function.comp_apply, id]
  exact le_of_eq (by rw [mul_pow, ← mul_assoc, ← mul_assoc, inv_mul_cancel₀ hn, one_mul])

/-- The equation with characteristic roots `p` and `q` has an edge profile as a solution
exactly when both roots have negative real part. -/
theorem profile_iff_roots (p q : ℂ) :
    (∃ f f₁ f₂ : ℝ → ℂ, EdgeProfile f f₁ f₂ ∧
      ∀ x : ℝ, 0 ≤ x → f₂ x = (p + q) * f₁ x - p * q * f x) ↔ p.re < 0 ∧ q.re < 0 := by
  constructor
  · rintro ⟨f, f₁, f₂, hf, h⟩
    exact ⟨root_decays hf h, root_decays (p := q) (q := p) hf
      (fun x hx => by rw [h x hx]; ring)⟩
  rintro ⟨hp, hq⟩
  have E (r : ℂ) (x : ℝ) := (hasDerivAt_expLine r x).hasDerivWithinAt (s := Ici 0)
  by_cases hpq : p = q
  · refine ⟨fun x => x * cexp (p * x), fun x => cexp (p * x) + p * (x * cexp (p * x)),
      fun x => 2 * p * cexp (p * x) + p ^ 2 * (x * cexp (p * x)), ?_, ?_⟩
    · have D (x : ℝ) : HasDerivWithinAt (fun x : ℝ => (x : ℂ) * cexp (p * x))
          (cexp (p * x) + p * (x * cexp (p * x))) (Ici 0) x :=
        ((hasDerivAt_id' (x : ℂ)).comp_ofReal.hasDerivWithinAt.mul (E p x)).congr_deriv
          (by ring)
      exact ⟨fun x _ => D x,
        fun x _ => ((E p x).add ((D x).const_mul p)).congr_deriv (by ring),
        by simp, by simpa using pow_exp_decay 1 hp,
        1, zero_le_one, by simp [Complex.exp_ne_zero]⟩
    · intro x _
      rw [← hpq]
      ring
  · refine ⟨fun x => cexp (p * x) - cexp (q * x),
      fun x => p * cexp (p * x) - q * cexp (q * x),
      fun x => p * (p * cexp (p * x)) - q * (q * cexp (q * x)), ?_, fun x _ => by ring⟩
    refine ⟨fun x _ => (E p x).sub (E q x),
      fun x _ => ((E p x).const_mul p).sub ((E q x).const_mul q), by simp,
      by simpa using (pow_exp_decay 0 hp).sub (pow_exp_decay 0 hq), ?_⟩
    by_contra hz
    push Not at hz
    refine hpq (sub_eq_zero.1 (rate_eq_zero (fun t ht => ?_)))
    rw [sub_mul, Complex.exp_sub, sub_eq_zero.1 (hz t ht), div_self (Complex.exp_ne_zero _)]

/-- Two complex roots with real sum `a` and real product `m` both have negative real part
exactly when `a < 0` and `0 < m`. -/
lemma roots_neg_iff {p q : ℂ} {a m : ℝ} (hs : p + q = a) (hm : p * q = m) :
    (p.re < 0 ∧ q.re < 0) ↔ a < 0 ∧ 0 < m := by
  have h1 : p.re + q.re = a := by simpa using congrArg Complex.re hs
  have h2 : p.im + q.im = 0 := by simpa using congrArg Complex.im hs
  have h3 : p.re * q.re - p.im * q.im = m := by simpa using congrArg Complex.re hm
  have h4 : p.re * q.im + p.im * q.re = 0 := by simpa using congrArg Complex.im hm
  have h5 : q.im = -p.im := by linarith
  rw [h5] at h3 h4
  constructor
  · rintro ⟨hp, hq⟩
    exact ⟨by linarith, by nlinarith [mul_pos_of_neg_of_neg hp hq, sq_nonneg p.im]⟩
  · rintro ⟨ha, hm0⟩
    have h6 : p.im * (q.re - p.re) = 0 := by linarith
    rcases mul_eq_zero.1 h6 with h | h
    · rw [h] at h3
      have h7 : 0 < p.re * q.re := by linarith
      rcases mul_pos_iff.1 h7 with h8 | h8
      · linarith [h8.1, h8.2]
      · exact h8
    · constructor <;> linarith

/-- For `B ≠ 0` the edge equation with given `s` has an edge mode exactly when `M` and `B`
have the same sign and `s A` and `B` have opposite signs. -/
theorem edgeMode_iff {A B M s : ℝ} (hB : B ≠ 0) :
    HasEdgeMode A B M s ↔ 0 < M * B ∧ s * A * B < 0 := by
  obtain ⟨a, ha⟩ : ∃ a : ℝ, s * A = a * B := ⟨s * A / B, (div_mul_cancel₀ _ hB).symm⟩
  obtain ⟨m, rfl⟩ : ∃ m : ℝ, M = m * B := ⟨M / B, (div_mul_cancel₀ _ hB).symm⟩
  obtain ⟨w, hw⟩ := IsAlgClosed.exists_pow_nat_eq ((a : ℂ) ^ 2 - 4 * m) (n := 2) two_pos
  have hs : (a + w) / 2 + (a - w) / 2 = (a : ℂ) := by ring
  have hm : (a + w) / 2 * ((a - w) / 2) = (m : ℂ) := by linear_combination -hw / 4
  have hB2 : 0 < B * B := mul_self_pos.2 hB
  have hBc : (B : ℂ) ≠ 0 := Complex.ofReal_ne_zero.2 hB
  have hac : (s : ℂ) * A = a * B := by exact_mod_cast ha
  have hroots := (profile_iff_roots ((a + w) / 2) ((a - w) / 2)).trans (roots_neg_iff hs hm)
  rw [hs, hm] at hroots
  have hmode : HasEdgeMode A B (m * B) s ↔ a < 0 ∧ 0 < m := by
    rw [← hroots]
    refine exists_congr fun f => exists_congr fun f₁ => exists_congr fun f₂ =>
      and_congr_right fun _ => forall_congr' fun x => imp_congr_right fun _ => ?_
    rw [hac, Complex.ofReal_mul]
    constructor
    · intro h
      apply mul_left_cancel₀ hBc
      linear_combination h
    · intro h
      linear_combination (B : ℂ) * h
  rw [hmode, ha, mul_assoc, mul_assoc, mul_pos_iff_of_pos_right hB2, and_comm]
  refine and_congr_right fun _ => ⟨fun h => mul_neg_of_neg_of_pos h hB2, fun h => ?_⟩
  by_contra h'
  linarith [mul_nonneg (not_lt.1 h') hB2.le]

/-- For `A ≠ 0` the edge equation has an edge mode for some sign `s = ±1` exactly when
`M` and `B` are nonzero and have the same sign. -/
theorem exists_edgeMode_iff {A B M : ℝ} (hA : A ≠ 0) :
    (∃ s : ℝ, (s = 1 ∨ s = -1) ∧ HasEdgeMode A B M s) ↔ 0 < M * B := by
  constructor
  · rintro ⟨s, hs, h⟩
    by_cases hB : B = 0
    · -- without the quadratic term the wall condition kills the envelope
      obtain ⟨f, f₁, f₂, hf, heq⟩ := h
      obtain ⟨x, hx, hne⟩ := hf.nonzero
      have hs0 : s ≠ 0 := by rcases hs with rfl | rfl <;> norm_num
      have hc : (s : ℂ) * A ≠ 0 :=
        mul_ne_zero (Complex.ofReal_ne_zero.2 hs0) (Complex.ofReal_ne_zero.2 hA)
      have h1 := first_order (p := M / (s * A)) hf.deriv₁ (fun y hy => by
        have h2 := heq y hy
        rw [hB, Complex.ofReal_zero, zero_mul] at h2
        rw [div_mul_eq_mul_div, eq_div_iff hc]
        linear_combination -h2) hx
      exact absurd (by rw [h1, hf.wall, zero_mul]) hne
    · exact ((edgeMode_iff hB).1 h).1
  · intro h
    have hB : B ≠ 0 := right_ne_zero_of_mul h.ne'
    rcases lt_or_gt_of_ne (mul_ne_zero hA hB) with h1 | h1
    · exact ⟨1, Or.inl rfl, (edgeMode_iff hB).2 ⟨h, by linarith⟩⟩
    · exact ⟨-1, Or.inr rfl, (edgeMode_iff hB).2 ⟨h, by linarith⟩⟩

/-- For `A ≠ 0` the BHZ block on the half line has a zero-energy edge spinor exactly when
`M` and `B` are nonzero and have the same sign. -/
theorem spinorMode_iff {A B M : ℝ} (hA : A ≠ 0) : HasSpinorMode A B M ↔ 0 < M * B := by
  rw [← exists_edgeMode_iff hA]
  constructor
  · rintro ⟨u, u₁, u₂, v, v₁, v₂, ⟨du, du₁, dv, dv₁⟩, ⟨u0, v0⟩, ⟨tu, tv⟩, ⟨x, hx, hne⟩, h⟩
    -- the combination u + i s v obeys the scalar edge equation
    have build : ∀ s : ℝ, (s : ℂ) ^ 2 = 1 → u x + s * I * v x ≠ 0 → HasEdgeMode A B M s := by
      intro s hs hn
      refine ⟨fun y => u y + s * I * v y, fun y => u₁ y + s * I * v₁ y,
        fun y => u₂ y + s * I * v₂ y,
        ⟨fun y hy => (du y hy).add ((dv y hy).const_mul _),
          fun y hy => (du₁ y hy).add ((dv₁ y hy).const_mul _), by simp [u0, v0],
          by simpa using tu.add (tv.const_mul ((s : ℂ) * I)), x, hx, hn⟩, fun y hy => ?_⟩
      obtain ⟨e1, e2⟩ := h y hy
      linear_combination e1 - s * I * e2 - s * A * u₁ y * Complex.I_sq - I * A * v₁ y * hs
    by_cases h1 : u x + (1 : ℝ) * I * v x = 0
    · refine ⟨-1, Or.inr rfl, build (-1) (by norm_num) (fun h2 => ?_)⟩
      push_cast at h1 h2
      have hu : u x = 0 := by linear_combination (h1 + h2) / 2
      have hv : v x = 0 := by
        linear_combination -I * (h1 - h2) / 2 + v x * Complex.I_sq
      exact hne.elim (fun k => k hu) (fun k => k hv)
    · exact ⟨1, Or.inl rfl, build 1 (by norm_num) h1⟩
  · rintro ⟨s, hs, f, f₁, f₂, hf, h⟩
    have hs2 : (s : ℂ) ^ 2 = 1 := by rcases hs with rfl | rfl <;> norm_num
    obtain ⟨x, hx, hne⟩ := hf.nonzero
    refine ⟨f, f₁, f₂, fun y => -(I * s) * f y, fun y => -(I * s) * f₁ y,
      fun y => -(I * s) * f₂ y,
      ⟨hf.deriv₁, hf.deriv₂, fun y hy => (hf.deriv₁ y hy).const_mul _,
        fun y hy => (hf.deriv₂ y hy).const_mul _⟩, ⟨hf.wall, by simp [hf.wall]⟩,
      ⟨hf.decay, by simpa using hf.decay.const_mul (-(I * (s : ℂ)))⟩,
      ⟨x, hx, Or.inl hne⟩, fun y hy => ⟨?_, ?_⟩⟩
    · linear_combination h y hy + s * A * f₁ y * Complex.I_sq
    · linear_combination I * s * h y hy + I * A * f₁ y * hs2

end BHZEdge
```

```lean
#print axioms BHZEdge.spinorMode_iff
-- 'BHZEdge.spinorMode_iff' depends on axioms: [propext, Classical.choice, Quot.sound]
```

## The block, the wall and the parameters

Without its particle-hole asymmetric part, one spin block of the Bernevig–Hughes–Zhang (BHZ) model of a quantum well has mass term $(M-Bk^2)\sigma_z$ and a coupling linear in $k$, which is $Ak_x\sigma_x$ at $k_y=0$. The two components belong to an electron-like and a hole-like subband, which lie $2|M|$ apart at $k=0$; $B$ sets how the mass term changes with $k^2$, and $A$ is the strength of the coupling between the subbands. Setting $k_y=0$ and $k_x=-i\partial$ gives $(M+B\partial^2)\sigma_z-iA\partial\sigma_x$, with real constants $A,B,M$. `HasSpinorMode A B M` says that this operator annihilates some nonzero spinor $(u,v)$ that vanishes at $x=0$ and decays. For $B\neq0$ the wall condition idealises an outside region with a very large gap and $MB<0$ there.

`DerivOn f g` says that $g=f'$ on the half line, so `f₁` and `f₂` are $f'$ and $f''$. `EdgeProfile` collects the conditions on an envelope, and `HasEdgeMode A B M s` adds the scalar equation

$$Bf''-sAf'+Mf=0.$$

For $A\ne0$, `exists_edgeMode_iff` states that this equation has an edge mode for some $s=\pm1$ exactly when $MB>0$; `spinorMode_iff` states the same for the block. In this one-particle continuum model, the sign of $MB$ therefore decides whether a quantum well binds a zero-energy state at a hard wall. The theorems concern neither $k_y\neq0$, nor particle-hole asymmetry, nor a topological invariant.

## From the spinor to one scalar equation

The two components obey

$$Mu+Bu''-iAv'=0,\qquad -iAu'-(Mv+Bv'')=0.$$

Subtract $is$ times the second from the first. Since $s^2=1$, the combination $f=u+isv$ satisfies the scalar equation. Where the spinor is nonzero, $u+iv$ and $u-iv$ cannot both vanish, so one sign gives a nonzero $f$. Conversely, a scalar solution $f$ gives the spinor $(f,-isf)$. `spinorMode_iff` follows these two steps, and `linear_combination` checks the algebra.

## Both characteristic roots must decay

For $B\neq0$, put $a=sA/B$ and $m=M/B$. Then $f''=af'-mf$, with characteristic roots satisfying $p+q=a$ and $pq=m$.

The lemma `first_order` shows that $u'=pu$ forces $u=u(0)e^{px}$, because $e^{-px}u$ has zero derivative. Now $(f'-qf)'=p(f'-qf)$, and likewise with the roots exchanged. With $c=f'(0)$ and $f(0)=0$,

$$f'-qf=ce^{px},\qquad f'-pf=ce^{qx}.$$

If $c=0$, then $f'=qf$ and $f$ vanishes identically; hence $c\ne0$.

Suppose $\operatorname{Re}p\ge0$. Then $|e^{-px}f|\le|f|$, so $e^{-px}f\to0$. There are two cases in `root_decays`:

- If $p\neq q$, subtraction gives $(p-q)e^{-px}f=c(1-e^{(q-p)x})$, so $e^{(q-p)x}\to1$. Shifting $x$ by $t\ge0$ gives $e^{(q-p)t}=1$ for every such $t$. Differentiating at $t=0$ yields $q=p$, a contradiction (`rate_eq_zero`).
- If $p=q$, then $(e^{-px}f)'=c$, so $e^{-px}f=cx$, which does not tend to zero.

Exchanging the roots gives $\operatorname{Re}q<0$ too. Conversely, if both real parts are negative, $e^{px}-e^{qx}$ is an edge profile for distinct roots and $xe^{px}$ for a double root. `pow_exp_decay` supplies their decay, and `profile_iff_roots` joins the two directions.

## Reading the signs

Since $a$ and $m$ are real, the roots are either real or complex conjugates. Real roots are both negative exactly when their sum is negative and their product positive. Nonreal conjugates have real part $a/2$ and product $|p|^2>0$. In either case the condition is $a<0$ and $m>0$ (`roots_neg_iff`). Multiplying by $B^2>0$ gives `edgeMode_iff`:

$$MB>0\quad\text{and}\quad sAB<0.$$

For $A\neq0$, exactly one sign $s$ meets the second condition.

If $B=0$, the equation is $f'=\frac{M}{sA}f$, and $f(0)=0$ forces $f=0$. This agrees with $MB=0$, but it reflects the wall condition: the equation is now of first order, and a wall condition that does not set both spinor components to zero can allow a decaying solution.

## Gap closing and the role of A

At $M=0$ with $A,B\neq0$, the roots are $0$ and $a$. The solutions vanishing at the wall are multiples of $1-e^{ax}$, and none of the nonzero ones decays. This is where the bulk gap closes at $k=0$.

The hypothesis $A\ne0$ is needed: for $A=0$ and $M=B=1$, the equation is $f''+f=0$. Its solutions with $f(0)=0$ are multiples of $\sin x$, so there is no edge mode although $MB>0$.
